# Christoffel eigenvalues and polarisations of a cubic crystal along [110] and [111]

## Stiffness tensor and Christoffel matrix

The stiffness tensor \(C_{ijkl}\) of a crystal relates stress to strain in linear elasticity. Its Cartesian indices run over 0, 1, 2 and refer here to the cube axes of a cubic crystal. Cubic symmetry leaves three independent constants, written with the usual Voigt labels:

- \(C_{11}\) gives the normal stress along a cube axis due to stretching along that axis.
- \(C_{12}\) gives the normal stress along a cube axis due to stretching along another one.
- \(C_{44}\) gives the shear stress due to shear in a cube plane.

In components, for \(i\neq k\),

\[
C_{iiii}=C_{11},\qquad C_{iikk}=C_{12},\qquad C_{ikik}=C_{ikki}=C_{44},
\]

and all other components vanish. For a propagation vector \(n\), the Christoffel matrix is

\[
\Gamma_{ik}(n)=\sum_{j,l} C_{ijkl}\,n_j n_l .
\]

## Sound waves as an eigenvalue problem

How fast does sound travel in a given direction, and in which direction do the atoms move? In a homogeneous medium of density \(\rho\), the displacement \(u\) obeys

\[
\rho\,\ddot u_i=\sum_{j,k,l} C_{ijkl}\,\partial_j\partial_l u_k .
\]

Insert a plane wave \(u_k=e_k\cos(q\,n\cdot r-\omega t)\) with unit vector \(n\), wave number \(q\), frequency \(\omega\) and polarisation \(e\). With the phase speed \(c=\omega/q\), the equation becomes

\[
\Gamma(n)\,e=\rho c^2\,e .
\]

The eigenvalues are therefore \(\rho c^2\), and the eigenvectors are the polarisations. Within linear elasticity at long wavelength, these formulas connect the slopes of computed acoustic phonon branches to the three elastic constants, and a negative eigenvalue signals an instability against the corresponding wave.

## The results and their Lean form

Along [110], with \(n=(1,1,0)/\sqrt2\), the modes are:

| Normalised polarisation | Eigenvalue |
|---|---|
| \((1,1,0)/\sqrt2\) | \((C_{11}+C_{12}+2C_{44})/2\) |
| \((1,-1,0)/\sqrt2\) | \((C_{11}-C_{12})/2\) |
| \((0,0,1)\) | \(C_{44}\) |

Along [111], with \(n=(1,1,1)/\sqrt3\), they are:

| Normalised polarisation | Eigenvalue |
|---|---|
| \((1,1,1)/\sqrt3\) | \((C_{11}+2C_{12}+4C_{44})/3\) |
| \((1,-1,0)/\sqrt2\) | \((C_{11}-C_{12}+C_{44})/3\) |
| \((1,1,-2)/\sqrt6\) | \((C_{11}-C_{12}+C_{44})/3\) |

The theorems `modes_110` and `modes_111` state these eigenvalue equations for the polarisations without their normalising factors, which doesn't affect the eigenvalues. Each theorem also factorises the secular determinant \(\det(\mu\mathbf 1-\Gamma)\) for every real \(\mu\), so the lists are complete with multiplicities. The letter `μ` is the trial value of \(\rho c^2\), not a shear modulus. The theorem `transverse_111` adds that every vector perpendicular to [111] satisfies the equation with the shared eigenvalue.

The function `cubicStiffness` encodes the tensor, `christoffel` performs the contraction for any rank-four array, and `dir110` and `dir111` are the unit vectors. The products `*ᵥ` and `⬝ᵥ` are matrix times vector and the dot product. The three constants are arbitrary real numbers, with no stability condition imposed.

The last theorem, `longitudinal_iff`, asks when a wave can be purely longitudinal, that is, when \(n\) itself is a polarisation. It assumes \(C_{11}-C_{12}-2C_{44}\neq0\), which says that the crystal is elastically anisotropic. Then \(\Gamma(n)n\) is a multiple of \(n\) exactly when all nonzero components of \(n\) have equal squares. For nonzero \(n\), these are the cube axes, the face diagonals and the body diagonals: the families of [100], [110] and [111]. The vector \(n\) need not be normalised, and the zero vector satisfies both sides trivially. The letter `v` in this theorem is the eigenvalue, not a velocity.

The density and the equation of motion do not enter the Lean definitions; the identification of an eigenvalue with \(\rho c^2\) is the physical step made above. It also presupposes a crystal without initial stress or piezoelectric coupling.

## Contracting the cubic tensor

For a diagonal entry \(\Gamma_{ii}\), the component \(C_{ijil}\) is nonzero only when \(j=l\). It equals \(C_{11}\) for \(j=i\) and \(C_{44}\) otherwise. For an off-diagonal entry with \(i\neq k\), two terms survive: \(j=i,\ l=k\) with \(C_{12}\), and \(j=k,\ l=i\) with \(C_{44}\). Hence

\[
\Gamma_{ii}=C_{11}n_i^2+C_{44}\sum_{j\neq i}n_j^2,\qquad
\Gamma_{ik}=(C_{12}+C_{44})\,n_i n_k\quad(i\neq k).
\]

Since \(\Gamma\) is quadratic in \(n\), \(\Gamma(sn)=s^2\,\Gamma(n)\) for any real \(s\). The normalising factors \(1/\sqrt2\) and \(1/\sqrt3\) therefore become overall factors \(1/2\) and \(1/3\).

## Three separate modes along [110]

Inserting \((1,1,0)\) and dividing by 2 gives

\[
\Gamma=\begin{pmatrix}a&b&0\\ b&a&0\\ 0&0&C_{44}\end{pmatrix},\qquad
a=\frac{C_{11}+C_{44}}2,\quad b=\frac{C_{12}+C_{44}}2 .
\]

Acting on \((1,1,0)\) gives \(a+b=(C_{11}+C_{12}+2C_{44})/2\). Acting on \((1,-1,0)\) gives \(a-b=(C_{11}-C_{12})/2\), where \(C_{44}\) cancels. The vector \((0,0,1)\) has eigenvalue \(C_{44}\). The determinant is

\[
\det(\mu\mathbf 1-\Gamma)=\big[(\mu-a)^2-b^2\big](\mu-C_{44})
=(\mu-a-b)(\mu-a+b)(\mu-C_{44}).
\]

## A degenerate transverse pair along [111]

Now all diagonal entries equal \(a'=(C_{11}+2C_{44})/3\), and all off-diagonal entries equal \(b'=(C_{12}+C_{44})/3\). For any vector \(e\),

\[
(\Gamma e)_i=(a'-b')\,e_i+b'\,(e_0+e_1+e_2).
\]

If \(e\) is perpendicular to [111], its components add up to zero, and the eigenvalue is \(a'-b'=(C_{11}-C_{12}+C_{44})/3\). This applies to \((1,-1,0)\) and \((1,1,-2)\). For \((1,1,1)\) the eigenvalue is \(a'+2b'=(C_{11}+2C_{12}+4C_{44})/3\). With \(d=\mu-a'\), the determinant is

\[
d^3-3d\,b'^2-2b'^3=(d-2b')(d+b')^2
=(\mu-a'-2b')(\mu-a'+b')^2 .
\]

## Which directions carry a purely longitudinal wave

Apply \(\Gamma(n)\) to \(n\) itself, with \(|n|^2=n\cdot n\):

\[
\begin{aligned}
(\Gamma(n)n)_i
&=n_i\Big[C_{11}n_i^2+(C_{12}+2C_{44})\sum_{j\neq i}n_j^2\Big]\\
&=n_i\Big[(C_{12}+2C_{44})|n|^2+(C_{11}-C_{12}-2C_{44})n_i^2\Big].
\end{aligned}
\]

If this equals \(\lambda n_i\) for every \(i\), the bracket must equal \(\lambda\) wherever \(n_i\neq0\). Subtracting the conditions for two nonzero components gives

\[
(C_{11}-C_{12}-2C_{44})(n_i^2-n_j^2)=0 ,
\]

so the squares agree when the prefactor is nonzero. Conversely, if the squares agree, the bracket has one common value on all nonzero components, and the zero components satisfy the equation in any case. If the prefactor vanishes, every \(n\) is mapped to a multiple of itself and the equivalence fails, for instance at \(n=(1,2,0)\).

## Numbers for an invented crystal

Take \(C_{11}=160\), \(C_{12}=60\), \(C_{44}=80\) GPa and \(\rho=2500\ \mathrm{kg/m^3}\). These values are chosen for easy arithmetic.

| Direction | Mode | \(\rho c^2\) (GPa) | \(c\) (m/s) |
|---|---|---|---|
| [110] | longitudinal | 190 | 8718 |
| [110] | transverse, \((1,-1,0)\) | 50 | 4472 |
| [110] | transverse, \((0,0,1)\) | 80 | 5657 |
| [111] | longitudinal | 200 | 8944 |
| [111] | transverse, twice | 60 | 4899 |

In both directions the three eigenvalues add up to \(C_{11}+2C_{44}=320\) GPa, the trace of \(\Gamma\) for a unit vector.

Here \(C_{11}-C_{12}-2C_{44}=-60\) GPa. For the unnormalised vector \(n=(1,2,0)\), the formula above gives \(\Gamma(n)n=(1040,1720,0)\) GPa. This is not a multiple of \((1,2,0)\), so no purely longitudinal wave travels in that direction.

## The Lean source

```lean
import Mathlib

open Matrix

namespace CubicChristoffel

noncomputable section

/-- The stiffness tensor of a cubic crystal in its cube axes: `C_iiii = C11`, `C_iikk = C12`
and `C_ikik = C_ikki = C44` for `i ≠ k`, all other components being zero. -/
def cubicStiffness (C11 C12 C44 : ℝ) (i j k l : Fin 3) : ℝ :=
  if i = j ∧ k = l then (if i = k then C11 else C12)
  else if (i = k ∧ j = l) ∨ (i = l ∧ j = k) then C44 else 0

/-- The Christoffel matrix `Γ_ik = ∑ C_ijkl n_j n_l` of a stiffness tensor `C` for the
propagation vector `n`. -/
def christoffel (C : Fin 3 → Fin 3 → Fin 3 → Fin 3 → ℝ) (n : Fin 3 → ℝ) :
    Matrix (Fin 3) (Fin 3) ℝ :=
  Matrix.of fun i k => ∑ j, ∑ l, C i j k l * n j * n l

/-- The unit vector along [110]. -/
def dir110 : Fin 3 → ℝ := (√2)⁻¹ • ![1, 1, 0]

/-- The unit vector along [111]. -/
def dir111 : Fin 3 → ℝ := (√3)⁻¹ • ![1, 1, 1]

/-- The Christoffel matrix is quadratic in the length of the propagation vector. -/
theorem christoffel_smul (C : Fin 3 → Fin 3 → Fin 3 → Fin 3 → ℝ) (s : ℝ) (n : Fin 3 → ℝ) :
    christoffel C (s • n) = s ^ 2 • christoffel C n := by
  ext i k
  simp only [christoffel, Matrix.of_apply, Matrix.smul_apply, Pi.smul_apply, smul_eq_mul,
    Finset.mul_sum]
  exact Finset.sum_congr rfl fun j _ => Finset.sum_congr rfl fun l _ => by ring

/-- The Christoffel matrix of a cubic crystal for an arbitrary propagation vector. -/
theorem christoffel_cubic (C11 C12 C44 : ℝ) (n : Fin 3 → ℝ) :
    christoffel (cubicStiffness C11 C12 C44) n =
      !![C11 * n 0 ^ 2 + C44 * (n 1 ^ 2 + n 2 ^ 2), (C12 + C44) * (n 0 * n 1),
          (C12 + C44) * (n 0 * n 2);
        (C12 + C44) * (n 0 * n 1), C11 * n 1 ^ 2 + C44 * (n 0 ^ 2 + n 2 ^ 2),
          (C12 + C44) * (n 1 * n 2);
        (C12 + C44) * (n 0 * n 2), (C12 + C44) * (n 1 * n 2),
          C11 * n 2 ^ 2 + C44 * (n 0 ^ 2 + n 1 ^ 2)] := by
  ext i k
  fin_cases i <;> fin_cases k <;>
    simp [christoffel, cubicStiffness, Fin.sum_univ_three] <;> ring

/-- The Christoffel matrix of a cubic crystal along [110]. -/
theorem christoffel_110 (C11 C12 C44 : ℝ) :
    christoffel (cubicStiffness C11 C12 C44) dir110 =
      !![(C11 + C44) / 2, (C12 + C44) / 2, 0;
        (C12 + C44) / 2, (C11 + C44) / 2, 0;
        0, 0, C44] := by
  rw [dir110, christoffel_smul, christoffel_cubic, inv_pow, Real.sq_sqrt (by norm_num)]
  ext i k
  fin_cases i <;> fin_cases k <;> simp <;> ring

/-- The Christoffel matrix of a cubic crystal along [111]. -/
theorem christoffel_111 (C11 C12 C44 : ℝ) :
    christoffel (cubicStiffness C11 C12 C44) dir111 =
      !![(C11 + 2 * C44) / 3, (C12 + C44) / 3, (C12 + C44) / 3;
        (C12 + C44) / 3, (C11 + 2 * C44) / 3, (C12 + C44) / 3;
        (C12 + C44) / 3, (C12 + C44) / 3, (C11 + 2 * C44) / 3] := by
  rw [dir111, christoffel_smul, christoffel_cubic, inv_pow, Real.sq_sqrt (by norm_num)]
  ext i k
  fin_cases i <;> fin_cases k <;> simp <;> ring

/-- Along [110] the polarisations (1,1,0), (1,-1,0) and (0,0,1) are eigenvectors with
eigenvalues `(C11 + C12 + 2 C44)/2`, `(C11 - C12)/2` and `C44`, and the secular determinant
is the product of the three corresponding factors. -/
theorem modes_110 (C11 C12 C44 : ℝ) :
    let G := christoffel (cubicStiffness C11 C12 C44) dir110
    G *ᵥ ![1, 1, 0] = ((C11 + C12 + 2 * C44) / 2) • ![1, 1, 0] ∧
    G *ᵥ ![1, -1, 0] = ((C11 - C12) / 2) • ![1, -1, 0] ∧
    G *ᵥ ![0, 0, 1] = C44 • ![0, 0, 1] ∧
    ∀ μ : ℝ, (μ • (1 : Matrix (Fin 3) (Fin 3) ℝ) - G).det =
      (μ - (C11 + C12 + 2 * C44) / 2) * (μ - (C11 - C12) / 2) * (μ - C44) := by
  intro G
  have hG : G = _ := christoffel_110 C11 C12 C44
  rw [hG]
  refine ⟨?_, ?_, ?_, fun μ => ?_⟩
  · funext i
    fin_cases i <;> simp [Matrix.mulVec, dotProduct, Fin.sum_univ_three] <;> ring
  · funext i
    fin_cases i <;> simp [Matrix.mulVec, dotProduct, Fin.sum_univ_three] <;> ring
  · funext i
    fin_cases i <;> simp [Matrix.mulVec, dotProduct, Fin.sum_univ_three]
  · rw [Matrix.det_fin_three]
    simp
    ring

/-- Along [111] every polarisation perpendicular to the propagation direction is an
eigenvector with eigenvalue `(C11 - C12 + C44)/3`. -/
theorem transverse_111 (C11 C12 C44 : ℝ) (e : Fin 3 → ℝ) (he : dir111 ⬝ᵥ e = 0) :
    christoffel (cubicStiffness C11 C12 C44) dir111 *ᵥ e = ((C11 - C12 + C44) / 3) • e := by
  -- perpendicular to [111] means that the components add up to zero
  have h : e 0 + e 1 + e 2 = 0 := by
    have h3 : (√3)⁻¹ ≠ 0 := inv_ne_zero (Real.sqrt_ne_zero'.mpr (by norm_num))
    rw [dir111, smul_dotProduct, smul_eq_mul] at he
    have h0 := (mul_eq_zero.mp he).resolve_left h3
    simpa [dotProduct, Fin.sum_univ_three] using h0
  rw [christoffel_111]
  funext i
  fin_cases i <;> simp [Matrix.mulVec, dotProduct, Fin.sum_univ_three] <;>
    linear_combination (C12 + C44) / 3 * h

/-- Along [111] the polarisation (1,1,1) has eigenvalue `(C11 + 2 C12 + 4 C44)/3`, while
(1,-1,0) and (1,1,-2) share the eigenvalue `(C11 - C12 + C44)/3`, which enters the secular
determinant squared. -/
theorem modes_111 (C11 C12 C44 : ℝ) :
    let G := christoffel (cubicStiffness C11 C12 C44) dir111
    G *ᵥ ![1, 1, 1] = ((C11 + 2 * C12 + 4 * C44) / 3) • ![1, 1, 1] ∧
    G *ᵥ ![1, -1, 0] = ((C11 - C12 + C44) / 3) • ![1, -1, 0] ∧
    G *ᵥ ![1, 1, -2] = ((C11 - C12 + C44) / 3) • ![1, 1, -2] ∧
    ∀ μ : ℝ, (μ • (1 : Matrix (Fin 3) (Fin 3) ℝ) - G).det =
      (μ - (C11 + 2 * C12 + 4 * C44) / 3) * (μ - (C11 - C12 + C44) / 3) ^ 2 := by
  intro G
  refine ⟨?_, transverse_111 _ _ _ _ ?_, transverse_111 _ _ _ _ ?_, fun μ => ?_⟩
  · have hG : G = _ := christoffel_111 C11 C12 C44
    rw [hG]
    funext i
    fin_cases i <;> simp [Matrix.mulVec, dotProduct, Fin.sum_univ_three] <;> ring
  · simp [dir111, dotProduct, Fin.sum_univ_three]
  · simp [dir111, dotProduct, Fin.sum_univ_three]
    ring
  · have hG : G = _ := christoffel_111 C11 C12 C44
    rw [hG, Matrix.det_fin_three]
    simp
    ring

/-- The Christoffel matrix of a cubic crystal applied to the propagation vector itself,
component by component. -/
theorem christoffel_mulVec_self (C11 C12 C44 : ℝ) (n : Fin 3 → ℝ) (i : Fin 3) :
    (christoffel (cubicStiffness C11 C12 C44) n *ᵥ n) i =
      ((C12 + 2 * C44) * (n ⬝ᵥ n) + (C11 - C12 - 2 * C44) * n i ^ 2) * n i := by
  rw [christoffel_cubic]
  fin_cases i <;> simp [Matrix.mulVec, dotProduct, Fin.sum_univ_three] <;> ring

/-- In a cubic crystal with `C11 - C12 ≠ 2 C44`, the Christoffel matrix maps the propagation
vector to a multiple of itself if and only if all its nonzero components have equal squares. -/
theorem longitudinal_iff (C11 C12 C44 : ℝ) (hA : C11 - C12 - 2 * C44 ≠ 0) (n : Fin 3 → ℝ) :
    (∃ v : ℝ, christoffel (cubicStiffness C11 C12 C44) n *ᵥ n = v • n) ↔
      ∀ i j, n i ≠ 0 → n j ≠ 0 → n i ^ 2 = n j ^ 2 := by
  constructor
  · rintro ⟨v, hv⟩ i j hi hj
    -- each nonzero component determines the eigenvalue
    have key : ∀ k, n k ≠ 0 →
        (C12 + 2 * C44) * (n ⬝ᵥ n) + (C11 - C12 - 2 * C44) * n k ^ 2 = v := by
      intro k hk
      have h := congrFun hv k
      rw [christoffel_mulVec_self, Pi.smul_apply, smul_eq_mul] at h
      exact mul_right_cancel₀ hk h
    apply mul_left_cancel₀ hA
    linear_combination key i hi - key j hj
  · intro h
    by_cases hn : ∃ j, n j ≠ 0
    · obtain ⟨j, hj⟩ := hn
      refine ⟨(C12 + 2 * C44) * (n ⬝ᵥ n) + (C11 - C12 - 2 * C44) * n j ^ 2, ?_⟩
      funext i
      rw [christoffel_mulVec_self, Pi.smul_apply, smul_eq_mul]
      by_cases hi : n i = 0
      · rw [hi, mul_zero, mul_zero]
      · rw [h i j hi hj]
    · push Not at hn
      refine ⟨0, ?_⟩
      funext i
      rw [christoffel_mulVec_self, Pi.smul_apply, smul_eq_mul, hn i, mul_zero, mul_zero]

end

end CubicChristoffel
```

```lean
#print axioms CubicChristoffel.christoffel_cubic
-- 'CubicChristoffel.christoffel_cubic' depends on axioms: [propext, Classical.choice, Quot.sound]
#print axioms CubicChristoffel.modes_110
-- 'CubicChristoffel.modes_110' depends on axioms: [propext, Classical.choice, Quot.sound]
#print axioms CubicChristoffel.modes_111
-- 'CubicChristoffel.modes_111' depends on axioms: [propext, Classical.choice, Quot.sound]
#print axioms CubicChristoffel.longitudinal_iff
-- 'CubicChristoffel.longitudinal_iff' depends on axioms: [propext, Classical.choice, Quot.sound]
```

## From the tensor to the two explicit matrices

The lemma `christoffel_smul` is the scaling rule. It moves the factor \(s^2\) through the double sum and compares the terms one by one. The lemma `christoffel_cubic` is the contraction: `fin_cases` splits the matrix identity into its nine entries, `simp` decides which tensor components survive, and `ring` matches the resulting polynomials.

In `christoffel_110` and `christoffel_111`, the scaling rule is applied first. The square roots then occur only as squares, which `Real.sq_sqrt` evaluates, and the remaining entries are rational expressions in the constants.

## Eigenvectors and determinants in Lean

The theorem `modes_110` replaces `G` by its explicit matrix and checks each eigenvalue equation component by component. For the determinant, `Matrix.det_fin_three` writes out the \(3\times3\) expansion. The final `ring` confirms the stated factorisation by comparing both sides as polynomials in \(\mu\) and the constants.

The proof of `transverse_111` first turns the hypothesis `he` into \(e_0+e_1+e_2=0\) by cancelling the nonzero factor \(1/\sqrt3\). The difference between the two sides of each component equation is \(b'\) times that sum, which is what `linear_combination (C12 + C44) / 3 * h` expresses. In `modes_111`, both transverse polarisations are instances of this theorem, so only their perpendicularity needs checking. The longitudinal vector and the determinant are treated as for [110].

## Both directions of the longitudinal criterion

The lemma `christoffel_mulVec_self` is the component formula for \(\Gamma(n)n\). In the forward direction of `longitudinal_iff`, the intermediate statement `key` cancels a nonzero component \(n_k\) and equates the bracket with the eigenvalue. Subtracting two instances and cancelling the anisotropy factor by `hA` gives equal squares.

For the converse, the proof picks a nonzero component \(n_j\) and takes its bracket as the eigenvalue. Zero components give zero on both sides, and for the others the assumed equality of squares supplies the same bracket. If no nonzero component exists, \(n\) is the zero vector and the multiple is chosen to be 0.
